# Every Td-invariant real polynomial in x, y, z is a polynomial in x² + y² + z², xyz and x⁴ + y⁴ + z⁴

An atom sits at a site with the full tetrahedral symmetry Td, and I expand the potential it feels in its displacement (x, y, z), with the coordinate axes along the two-fold axes of the site. Symmetry allows x² + y² + z² at second order, xyz at third and, besides the square of the second-order term, x⁴ + y⁴ + z⁴ at fourth. I believe that every higher invariant term is built from these three by sums and products. Can this be derived properly, for polynomials of any degree, and checked by machine?

## Averaging over the 24 operations

Yes. Write

Q = x² + y² + z², C = xyz, R = x⁴ + y⁴ + z⁴.

With these axes, the operations of Td are the six coordinate permutations combined with the identity or one of three two-fold rotations, each of which reverses two coordinates. All of them leave Q, C and R unchanged, and therefore also any polynomial g(Q, C, R).

For the converse, start with the even power sums

P(n) = x²ⁿ + y²ⁿ + z²ⁿ.

Here P(0) = 3, P(1) = Q and P(2) = R. Set

E = x²y² + y²z² + z²x² = (Q² − R)/2.

The squares x², y², z² are the roots of t³ − Qt² + Et − C² = 0. Multiplying by tⁿ and summing over the roots gives

P(n+3) = Q P(n+2) − E P(n+1) + C² P(n),

so every P(n) is a polynomial in Q, C and R.

Next, sum x²ᵃy²ᵇz²ᶜ over the six permutations. The product P(a)P(b)P(c) contains these terms together with those in which a coordinate is used more than once. Removing the latter by inclusion and exclusion leaves

P(a)P(b)P(c) − P(a+b)P(c) − P(a+c)P(b) − P(b+c)P(a) + 2P(a+b+c).

For a general monomial xᵃyᵇzᶜ, summing over the identity and the three rotations multiplies it by

1 + (−1)ᵇ⁺ᶜ + (−1)ᵃ⁺ᶜ + (−1)ᵃ⁺ᵇ.

This is 4 if the exponents share a parity and 0 otherwise. If all are even, the permutation formula applies. If all are odd, a factor C splits off, which permutations leave alone, and the rest has even exponents. By linearity, the group sum of any polynomial is a polynomial in Q, C and R. An invariant f has group sum 24f, and dividing by 24 finishes the argument.

If f is also even under inversion, which enlarges Td to Oh, then C changes sign while Q and R do not. Hence

2f = g(Q, C, R) + g(Q, −C, R),

and only even powers of C survive.

None of the three generators is redundant, because two points can agree in two of them and differ in the third:

- (√3, 2, 0) and (√5, 0, 0) share C = 0 and R = 25, but Q is 7 and 5.
- (1, 1, 1) and (−1, −1, −1) share Q = R = 3, but C is 1 and −1.
- (√2, 0, 0) and (1, 1, 0) share Q = 2 and C = 0, but R is 4 and 2.

## Potentials as elements of `Poly`

A potential is an element of `Poly`, a real polynomial in three variables; `X 0`, `X 1`, `X 2` are x, y, z. The generators Q, C, R are `quad`, `cubic`, `quartic`. `TdInvariant f` says that f is unchanged by `rename σ` for every permutation σ and by `twofold k` for every axis k. The group enters through these substitutions, which fixes the origin at the site and the axes as above.

`tdInvariant_iff` states that f is Td-invariant exactly when some g satisfies `aeval ![quad, cubic, quartic] g = f`. In g, the three variables are placeholders for Q, C and R. `tdInvariant_and_even_iff` adds inversion and replaces C by C², and `generators_irredundant` says that no generator is a polynomial in the other two. That is weaker than algebraic independence, so uniqueness of g is not claimed.

The theorems concern polynomials in one displacement vector, not general functions or coupled displacements of several atoms. Within that one-particle polynomial model, they tell you which terms to include when fitting a site potential: through fourth order, a constant, Q, C, Q² and R.

```lean
import Mathlib

open MvPolynomial

namespace TdInvariantPolynomials

noncomputable section

/-- Real polynomial potentials in the three Cartesian coordinates. -/
abbrev Poly := MvPolynomial (Fin 3) ℝ

/-- The quadratic invariant x² + y² + z². -/
def quad : Poly := ∑ i, X i ^ 2

/-- The cubic invariant xyz. -/
def cubic : Poly := ∏ i, X i

/-- The quartic invariant x⁴ + y⁴ + z⁴. -/
def quartic : Poly := ∑ i, X i ^ 4

/-- The two-fold rotation about axis `k`: the other two coordinates change sign. -/
def twofold (k : Fin 3) : Poly →ₐ[ℝ] Poly :=
  aeval fun i => if i = k then X i else -X i

/-- Spatial inversion: all three coordinates change sign. -/
def inversion : Poly →ₐ[ℝ] Poly := aeval fun i => -X i

/-- Invariance under all coordinate permutations and all two-fold axis rotations. -/
def TdInvariant (f : Poly) : Prop :=
  (∀ σ : Equiv.Perm (Fin 3), rename σ f = f) ∧ ∀ k, twofold k f = f

/-- The polynomials that can be written in terms of the three invariants. -/
abbrev tdAlgebra : Subalgebra ℝ Poly :=
  (aeval ![quad, cubic, quartic] : Poly →ₐ[ℝ] Poly).range

/-- The even power sum x²ⁿ + y²ⁿ + z²ⁿ. -/
def evenPowerSum (n : ℕ) : Poly := X 0 ^ (2 * n) + X 1 ^ (2 * n) + X 2 ^ (2 * n)

/-- The sum of a polynomial and its images under the three two-fold rotations. -/
def axisSum : Poly →ₗ[ℝ] Poly :=
  LinearMap.id + (twofold 0).toLinearMap + (twofold 1).toLinearMap + (twofold 2).toLinearMap

/-- The sum of the images of a polynomial under the six coordinate permutations. -/
def permSum : Poly →ₗ[ℝ] Poly :=
  LinearMap.id + (rename (Equiv.swap (0 : Fin 3) 1)).toLinearMap
    + (rename (Equiv.swap (1 : Fin 3) 2)).toLinearMap
    + (rename (Equiv.swap (0 : Fin 3) 2)).toLinearMap
    + (rename (Equiv.swap (0 : Fin 3) 1 * Equiv.swap 1 2 : Equiv.Perm (Fin 3))).toLinearMap
    + (rename (Equiv.swap (1 : Fin 3) 2 * Equiv.swap 0 1 : Equiv.Perm (Fin 3))).toLinearMap

/-- Two substitutions that agree on some polynomials agree on every expansion in them. -/
theorem agree_on_expansion {ι B : Type*} [CommRing B] [Algebra ℝ B] (φ ψ : Poly →ₐ[ℝ] B)
    (v : ι → Poly) (h : ∀ i, φ (v i) = ψ (v i)) (g : MvPolynomial ι ℝ) :
    φ (aeval v g) = ψ (aeval v g) := by
  have key : φ.comp (aeval v) = ψ.comp (aeval v) := by
    apply MvPolynomial.algHom_ext
    intro i
    simp [h i]
  exact DFunLike.congr_fun key g

/-- Every monomial is a real coefficient times a product of powers of x, y and z. -/
theorem monomial_eq_smul (u : Fin 3 →₀ ℕ) (r : ℝ) :
    (monomial u r : Poly) = r • (X 0 ^ u 0 * X 1 ^ u 1 * X 2 ^ u 2) := by
  rw [monomial_eq, Finsupp.prod_fintype _ _ (fun i => pow_zero _), Fin.prod_univ_three,
    smul_eq_C_mul]

/-- The polynomials x² + y² + z², xyz and x⁴ + y⁴ + z⁴ are Td-invariant. -/
theorem generators_invariant : TdInvariant quad ∧ TdInvariant cubic ∧ TdInvariant quartic := by
  refine ⟨⟨fun σ => ?_, fun k => ?_⟩, ⟨fun σ => ?_, fun k => ?_⟩, ⟨fun σ => ?_, fun k => ?_⟩⟩
  · simp only [quad, map_sum, map_pow, rename_X]
    exact Equiv.sum_comp σ (fun i => (X i : Poly) ^ 2)
  · simp only [twofold, quad, map_sum, map_pow, aeval_X]
    refine Finset.sum_congr rfl fun i _ => ?_
    split_ifs <;> ring
  · simp only [cubic, map_prod, rename_X]
    exact Equiv.prod_comp σ (fun i => (X i : Poly))
  · fin_cases k <;> simp [twofold, cubic, Fin.prod_univ_three]
  · simp only [quartic, map_sum, map_pow, rename_X]
    exact Equiv.sum_comp σ (fun i => (X i : Poly) ^ 4)
  · simp only [twofold, quartic, map_sum, map_pow, aeval_X]
    refine Finset.sum_congr rfl fun i _ => ?_
    split_ifs <;> ring

/-- Any polynomial expression in Td-invariant polynomials is Td-invariant. -/
theorem expansion_invariant {ι : Type*} (v : ι → Poly) (hv : ∀ i, TdInvariant (v i))
    (g : MvPolynomial ι ℝ) : TdInvariant (aeval v g) :=
  ⟨fun σ => agree_on_expansion (rename σ) (AlgHom.id ℝ Poly) v (fun i => (hv i).1 σ) g,
    fun k => agree_on_expansion (twofold k) (AlgHom.id ℝ Poly) v (fun i => (hv i).2 k) g⟩

/-- Every even power sum is a polynomial in the three invariants. -/
theorem evenPowerSum_mem (n : ℕ) : evenPowerSum n ∈ tdAlgebra := by
  have h2 : quad ∈ tdAlgebra := (AlgHom.mem_range _).2 ⟨X 0, by simp⟩
  have h3 : cubic ∈ tdAlgebra := (AlgHom.mem_range _).2 ⟨X 1, by simp⟩
  have h4 : quartic ∈ tdAlgebra := (AlgHom.mem_range _).2 ⟨X 2, by simp⟩
  -- the second elementary symmetric function of the squares
  have he : (X 0 ^ 2 * X 1 ^ 2 + X 1 ^ 2 * X 2 ^ 2 + X 2 ^ 2 * X 0 ^ 2 : Poly) ∈ tdAlgebra := by
    refine ((Subalgebra.toSubmodule tdAlgebra).smul_mem_iff (two_ne_zero : (2 : ℝ) ≠ 0)).1 ?_
    have h : (2 : ℝ) • (X 0 ^ 2 * X 1 ^ 2 + X 1 ^ 2 * X 2 ^ 2 + X 2 ^ 2 * X 0 ^ 2 : Poly)
        = quad ^ 2 - quartic := by
      simp only [two_smul, quad, quartic, Fin.sum_univ_three]
      ring
    rw [h]
    exact sub_mem (pow_mem h2 2) h4
  induction n using Nat.strong_induction_on with
  | _ n ih =>
    match n, ih with
    | 0, _ =>
      have h : evenPowerSum 0 = 1 + 1 + 1 := by simp only [evenPowerSum, mul_zero, pow_zero]
      rw [h]
      exact add_mem (add_mem (one_mem _) (one_mem _)) (one_mem _)
    | 1, _ => simpa [evenPowerSum, quad, Fin.sum_univ_three] using h2
    | 2, _ => simpa [evenPowerSum, quartic, Fin.sum_univ_three] using h4
    | m + 3, ih =>
      -- Newton's recurrence for the squares of the coordinates
      have h : evenPowerSum (m + 3) = quad * evenPowerSum (m + 2)
          - (X 0 ^ 2 * X 1 ^ 2 + X 1 ^ 2 * X 2 ^ 2 + X 2 ^ 2 * X 0 ^ 2) * evenPowerSum (m + 1)
          + cubic ^ 2 * evenPowerSum m := by
        simp only [evenPowerSum, quad, cubic, Fin.sum_univ_three, Fin.prod_univ_three]
        ring
      rw [h]
      exact add_mem (sub_mem (mul_mem h2 (ih _ (by omega))) (mul_mem he (ih _ (by omega))))
        (mul_mem (pow_mem h3 2) (ih _ (by omega)))

/-- The sum of any polynomial over the group is a polynomial in the three invariants. -/
theorem orbitSum_mem (f : Poly) : permSum (axisSum f) ∈ tdAlgebra := by
  have h3 : cubic ∈ tdAlgebra := (AlgHom.mem_range _).2 ⟨X 1, by simp⟩
  -- even exponents: the permutation sum in terms of power sums
  have even (a b c : ℕ) :
      permSum (X 0 ^ (2 * a) * X 1 ^ (2 * b) * X 2 ^ (2 * c)) ∈ tdAlgebra := by
    have h : permSum (X 0 ^ (2 * a) * X 1 ^ (2 * b) * X 2 ^ (2 * c)) =
        evenPowerSum a * evenPowerSum b * evenPowerSum c - evenPowerSum (a + b) * evenPowerSum c
        - evenPowerSum (a + c) * evenPowerSum b - evenPowerSum (b + c) * evenPowerSum a
        + (evenPowerSum (a + b + c) + evenPowerSum (a + b + c)) := by
      simp only [permSum, evenPowerSum, LinearMap.add_apply, LinearMap.id_coe, id_eq,
        AlgHom.toLinearMap_apply, map_mul, map_pow, rename_X, Equiv.Perm.mul_apply,
        Equiv.swap_apply_def, Fin.reduceEq, eq_self, if_true, if_false]
      ring
    have e := evenPowerSum_mem
    rw [h]
    exact add_mem (sub_mem (sub_mem (sub_mem (mul_mem (mul_mem (e _) (e _)) (e _))
      (mul_mem (e _) (e _))) (mul_mem (e _) (e _))) (mul_mem (e _) (e _))) (add_mem (e _) (e _))
  have pull (m : Poly) : permSum (cubic * m) = cubic * permSum m := by
    simp only [permSum, LinearMap.add_apply, LinearMap.id_coe, id_eq,
      AlgHom.toLinearMap_apply, map_mul, generators_invariant.2.1.1]
    ring
  have axis (a b c : ℕ) : axisSum (X 0 ^ a * X 1 ^ b * X 2 ^ c) =
      X 0 ^ a * X 1 ^ b * X 2 ^ c + X 0 ^ a * (-X 1) ^ b * (-X 2) ^ c
      + (-X 0) ^ a * X 1 ^ b * (-X 2) ^ c + (-X 0) ^ a * (-X 1) ^ b * X 2 ^ c := by
    simp [axisSum, twofold]
  have zero (g : Poly) (hg : g = 0) : permSum g ∈ tdAlgebra := by
    rw [hg, map_zero]
    exact zero_mem _
  -- only monomials whose exponents share a parity survive the two-fold rotations
  have mono (a b c : ℕ) : permSum (axisSum (X 0 ^ a * X 1 ^ b * X 2 ^ c)) ∈ tdAlgebra := by
    obtain ⟨i, rfl | rfl⟩ := Nat.even_or_odd' a <;>
    obtain ⟨j, rfl | rfl⟩ := Nat.even_or_odd' b <;>
    obtain ⟨k, rfl | rfl⟩ := Nat.even_or_odd' c
    · have h : axisSum (X 0 ^ (2 * i) * X 1 ^ (2 * j) * X 2 ^ (2 * k)) =
          (4 : ℝ) • (X 0 ^ (2 * i) * X 1 ^ (2 * j) * X 2 ^ (2 * k)) := by
        rw [axis]
        simp only [pow_mul, neg_sq, Algebra.smul_def, map_ofNat]
        ring
      rw [h, map_smul]
      exact Subalgebra.smul_mem _ (even i j k) _
    on_goal 7 =>
      have h : axisSum (X 0 ^ (2 * i + 1) * X 1 ^ (2 * j + 1) * X 2 ^ (2 * k + 1)) =
          (4 : ℝ) • (cubic * (X 0 ^ (2 * i) * X 1 ^ (2 * j) * X 2 ^ (2 * k))) := by
        rw [axis]
        simp only [pow_add, pow_mul, pow_one, neg_sq, Algebra.smul_def, map_ofNat, cubic,
          Fin.prod_univ_three]
        ring
      rw [h, map_smul, pull]
      exact Subalgebra.smul_mem _ (mul_mem h3 (even i j k)) _
    all_goals
      apply zero
      rw [axis]
      simp only [pow_add, pow_mul, pow_one, neg_sq]
      ring
  refine MvPolynomial.induction_on' f ?_ ?_
  · intro u r
    rw [monomial_eq_smul, map_smul, map_smul]
    exact Subalgebra.smul_mem _ (mono _ _ _) _
  · intro p q hp hq
    rw [map_add, map_add]
    exact add_mem hp hq

/-- A real polynomial in x, y, z is Td-invariant exactly when it is a polynomial in
x² + y² + z², xyz and x⁴ + y⁴ + z⁴. -/
theorem tdInvariant_iff (f : Poly) :
    TdInvariant f ↔ ∃ g : Poly, aeval ![quad, cubic, quartic] g = f := by
  constructor
  · intro hf
    -- an invariant polynomial is its own group average
    have h4 : axisSum f = (4 : ℝ) • f := by
      simp only [axisSum, LinearMap.add_apply, LinearMap.id_coe, id_eq,
        AlgHom.toLinearMap_apply, hf.2]
      module
    have h6 : permSum f = (6 : ℝ) • f := by
      simp only [permSum, LinearMap.add_apply, LinearMap.id_coe, id_eq,
        AlgHom.toLinearMap_apply, hf.1]
      module
    have h := orbitSum_mem f
    rw [h4, map_smul, h6, smul_smul] at h
    exact (AlgHom.mem_range _).1 (((Subalgebra.toSubmodule tdAlgebra).smul_mem_iff
      (by norm_num : (4 * 6 : ℝ) ≠ 0)).1 h)
  · rintro ⟨g, rfl⟩
    obtain ⟨h2, h3, h4⟩ := generators_invariant
    refine expansion_invariant _ (fun i => ?_) g
    fin_cases i
    exacts [h2, h3, h4]

/-- A Td-invariant polynomial is also even under inversion exactly when it is a polynomial in
x² + y² + z², (xyz)² and x⁴ + y⁴ + z⁴. -/
theorem tdInvariant_and_even_iff (f : Poly) :
    (TdInvariant f ∧ inversion f = f) ↔
      ∃ g : Poly, aeval ![quad, cubic ^ 2, quartic] g = f := by
  have i2 : inversion quad = quad := by
    simp only [inversion, quad, map_sum, map_pow, aeval_X]
    exact Finset.sum_congr rfl fun i _ => by ring
  have i3 : inversion cubic = -cubic := by
    simp only [inversion, cubic, Fin.prod_univ_three, map_mul, aeval_X]
    ring
  have i4 : inversion quartic = quartic := by
    simp only [inversion, quartic, map_sum, map_pow, aeval_X]
    exact Finset.sum_congr rfl fun i _ => by ring
  constructor
  · rintro ⟨hf, hi⟩
    obtain ⟨g, hg⟩ := (tdInvariant_iff f).1 hf
    let B : Subalgebra ℝ Poly := (aeval ![quad, cubic ^ 2, quartic] : Poly →ₐ[ℝ] Poly).range
    have b2 : quad ∈ B := (AlgHom.mem_range _).2 ⟨X 0, by simp⟩
    have b3 : cubic ^ 2 ∈ B := (AlgHom.mem_range _).2 ⟨X 1, by simp⟩
    have b4 : quartic ∈ B := (AlgHom.mem_range _).2 ⟨X 2, by simp⟩
    -- adding the inverted expansion removes the odd powers of xyz
    have key : ∀ g : Poly, aeval ![quad, cubic, quartic] g
        + inversion (aeval ![quad, cubic, quartic] g) ∈ B := by
      intro g
      refine MvPolynomial.induction_on' g ?_ ?_
      · intro u r
        have e : (aeval ![quad, cubic, quartic] (monomial u r : Poly) : Poly)
            = r • (quad ^ u 0 * cubic ^ u 1 * quartic ^ u 2) := by
          rw [monomial_eq_smul, map_smul]
          simp
        rw [e, map_smul, ← smul_add]
        refine Subalgebra.smul_mem _ ?_ _
        simp only [map_mul, map_pow, i2, i3, i4]
        obtain ⟨k, hk | hk⟩ := Nat.even_or_odd' (u 1)
        · rw [hk, pow_mul, pow_mul, neg_sq]
          have m := mul_mem (mul_mem (pow_mem b2 (u 0)) (pow_mem b3 k)) (pow_mem b4 (u 2))
          exact add_mem m m
        · have z : quad ^ u 0 * cubic ^ u 1 * quartic ^ u 2
              + quad ^ u 0 * (-cubic) ^ u 1 * quartic ^ u 2 = 0 := by
            rw [hk]
            simp only [pow_add, pow_mul, pow_one, neg_sq]
            ring
          rw [z]
          exact zero_mem _
      · intro p q hp hq
        have m := add_mem hp hq
        rw [map_add, map_add, add_add_add_comm]
        exact m
    have h := key g
    rw [hg, hi, ← two_smul ℝ f] at h
    exact (AlgHom.mem_range _).1 (((Subalgebra.toSubmodule B).smul_mem_iff
      (two_ne_zero : (2 : ℝ) ≠ 0)).1 h)
  · rintro ⟨g, rfl⟩
    obtain ⟨h2, h3, h4⟩ := generators_invariant
    constructor
    · refine expansion_invariant _ (fun i => ?_) g
      fin_cases i
      exacts [h2, ⟨fun σ => by simp [h3.1 σ], fun k => by simp [h3.2 k]⟩, h4]
    · refine agree_on_expansion inversion (AlgHom.id ℝ Poly) _ (fun i => ?_) g
      fin_cases i <;> simp [i2, i3, i4]

/-- None of the three invariants is a polynomial in the other two. -/
theorem generators_irredundant :
    (¬ ∃ g : MvPolynomial (Fin 2) ℝ, aeval ![cubic, quartic] g = quad) ∧
    (¬ ∃ g : MvPolynomial (Fin 2) ℝ, aeval ![quad, quartic] g = cubic) ∧
    (¬ ∃ g : MvPolynomial (Fin 2) ℝ, aeval ![quad, cubic] g = quartic) := by
  have s (x : ℝ) (hx : 0 ≤ x) : √x ^ 4 = x ^ 2 := by
    rw [show √x ^ 4 = (√x ^ 2) ^ 2 by ring, Real.sq_sqrt hx]
  have s2 := s 2 (by norm_num)
  have s3 := s 3 (by norm_num)
  have s5 := s 5 (by norm_num)
  have t (a b c : ℝ) : (![a, b, c] : Fin 3 → ℝ) 2 = c := rfl
  -- in each case two points share two of the invariants but not the third
  refine ⟨?_, ?_, ?_⟩ <;> rintro ⟨g, hg⟩
  · have h := agree_on_expansion (aeval ![√3, 2, 0]) (aeval ![√5, 0, 0]) ![cubic, quartic]
      (fun i => by
        fin_cases i <;>
          norm_num [cubic, quartic, Fin.sum_univ_three, Fin.prod_univ_three, s3, s5, t]) g
    rw [hg] at h
    norm_num [quad, Fin.sum_univ_three, t] at h
  · have h := agree_on_expansion (aeval ![(1 : ℝ), 1, 1]) (aeval ![(-1 : ℝ), -1, -1])
      ![quad, quartic]
      (fun i => by fin_cases i <;> norm_num [quad, quartic, Fin.sum_univ_three, t]) g
    rw [hg] at h
    norm_num [cubic, Fin.prod_univ_three, t] at h
  · have h := agree_on_expansion (aeval ![√2, 0, 0]) (aeval ![(1 : ℝ), 1, 0]) ![quad, cubic]
      (fun i => by
        fin_cases i <;> norm_num [quad, cubic, Fin.sum_univ_three, Fin.prod_univ_three, t]) g
    rw [hg] at h
    norm_num [quartic, Fin.sum_univ_three, s2, t] at h

end

end TdInvariantPolynomials
```

```lean
#print axioms TdInvariantPolynomials.tdInvariant_iff
#print axioms TdInvariantPolynomials.tdInvariant_and_even_iff
#print axioms TdInvariantPolynomials.generators_irredundant
```

```
'TdInvariantPolynomials.tdInvariant_iff' depends on axioms: [propext, Classical.choice, Quot.sound]
'TdInvariantPolynomials.tdInvariant_and_even_iff' depends on axioms: [propext, Classical.choice, Quot.sound]
'TdInvariantPolynomials.generators_irredundant' depends on axioms: [propext, Classical.choice, Quot.sound]
```

## From power sums to the theorem in Lean

`agree_on_expansion` says that two substitutions which agree on some polynomials agree on everything built from them. With `generators_invariant`, it gives the easy direction through `expansion_invariant`.

`evenPowerSum_mem` is the recurrence for P(n), run by strong induction with n = 0, 1, 2 as base cases; `ring` verifies the identity. Membership in `tdAlgebra` means being a polynomial in Q, C and R.

`orbitSum_mem` treats the group sum `permSum (axisSum f)`. Its step `even` is the inclusion–exclusion formula, `pull` moves C outside the permutation sum, and `mono` splits the exponents into eight parity cases, six of which vanish. Induction on polynomials extends the result from monomials to every f.

In `tdInvariant_iff`, `h4` and `h6` show that the two sums multiply an invariant f by 4 and 6, and `smul_mem_iff` removes the combined factor. The inversion theorem follows the same pattern: `key` shows monomial by monomial that g(Q, C, R) plus its inverted image contains only even powers of C, and the factor 2 is then removed. For irredundancy, `agree_on_expansion` is applied to evaluation at the pairs of points above, and `norm_num` exposes the contradiction.
